# Floating probes with positive symmetric links: unique voltages and a conductance above the direct one

## Terminals, voltages and the sign of the current

Voltages are measured from the drain, in units of the applied bias, so the source sits at 1 and the drain at 0. A current counts as positive when it leaves a terminal and enters the network.

```lean
import Mathlib

open Finset

namespace FloatingProbes

variable {ι : Type*} [Fintype ι] {g : ι → ι → ℝ} {s d : ι} {u v : ι → ℝ}
```

The type `ι` is the finite set of terminal labels. The function `g` assigns a real conductance $g_{ij}$ to each ordered pair of terminals, `s` and `d` are the source and the drain, and `u` and `v` are voltage profiles, with one real number $u_i$ per terminal. Nothing is assumed about `g` yet; symmetry and positivity appear as hypotheses of the theorems that use them.

```lean
/-- Net current leaving terminal `i` when the terminals have voltages `u` and are linked
pairwise by conductances `g`. -/
def current (g : ι → ι → ℝ) (u : ι → ℝ) (i : ι) : ℝ :=
  ∑ j, g i j * (u i - u j)
```

This is the linear-response current

$$I_i(u)=\sum_j g_{ij}\,(u_i-u_j).$$

The sum includes $j=i$, but that term vanishes, so the diagonal entries $g_{ii}$ play no role.

```lean
/-- The source `s` is at voltage 1, the drain `d` at voltage 0, and every other terminal is a
floating probe, which carries no net current. -/
structure IsFloating (g : ι → ι → ℝ) (s d : ι) (u : ι → ℝ) : Prop where
  source : u s = 1
  drain : u d = 0
  probe : ∀ i, i ≠ s → i ≠ d → current g u i = 0
```

`IsFloating g s d u` is a statement about a profile $u$: it holds when $u_s=1$, $u_d=0$ and $I_i(u)=0$ at every other terminal. The last condition describes an ideal voltmeter or a voltage probe, which takes up carriers and returns equally many. That such a profile exists is proved below for distinct contacts and positive conductances between distinct terminals.

In quantum transport, voltage probes of this kind model phase-breaking scattering, and $g_{ij}$ is then proportional to a transmission probability summed over the channels. The results apply to that use in linear response, for finitely many terminals and given conductances that satisfy the positivity and symmetry hypotheses of the theorem in question.

## Superposition and the maximum principle

```lean
/-- Superposition: the currents depend linearly on the voltages. -/
theorem current_linear (g : ι → ι → ℝ) (u v : ι → ℝ) (a b : ℝ) (i : ι) :
    current g (fun k => a * u k + b * v k) i = a * current g u i + b * current g v i := by
  simp only [current, Finset.mul_sum, ← Finset.sum_add_distrib]
  exact Finset.sum_congr rfl fun j _ => by ring
```

In symbols, $I_i(au+bv)=a\,I_i(u)+b\,I_i(v)$. Each summand is linear in the voltages:

$$g_{ij}\big[(au_i+bv_i)-(au_j+bv_j)\big]=a\,g_{ij}(u_i-u_j)+b\,g_{ij}(v_i-v_j).$$

Lean compares the two sums term by term, and `ring` does the algebra. The expression `fun k => a * u k + b * v k` is the profile $au+bv$.

```lean
/-- Maximum principle: with positive conductances between distinct terminals, if a terminal
without net current has the highest voltage, then all terminals have that voltage. -/
theorem eq_of_isMax (hpos : ∀ i j, i ≠ j → 0 < g i j) {i : ι}
    (h0 : current g u i = 0) (hmax : ∀ j, u j ≤ u i) (j : ι) : u j = u i := by
  by_cases hij : i = j
  · rw [hij]
  -- no current flows into the highest terminal, so each outgoing current vanishes
  have hterm : ∀ k ∈ Finset.univ, 0 ≤ g i k * (u i - u k) := by
    intro k _
    by_cases hik : i = k
    · rw [hik, sub_self, mul_zero]
    · exact mul_nonneg (hpos i k hik).le (sub_nonneg.2 (hmax k))
  have hz : g i j * (u i - u j) = 0 :=
    (Finset.sum_eq_zero_iff_of_nonneg hterm).1 h0 j (Finset.mem_univ j)
  rcases mul_eq_zero.1 hz with h | h
  · exact absurd h (hpos i j hij).ne'
  · linarith
```

The hypothesis `hpos` says that $g_{ij}>0$ whenever $i\neq j$: carriers can pass directly between any two terminals. Suppose terminal $i$ has the highest voltage and no net current. Then

$$0=\sum_j g_{ij}(u_i-u_j),$$

and no term on the right is negative. A sum of nonnegative terms vanishes only if each term does, so $g_{ij}(u_i-u_j)=0$ for every $j$. For $j\neq i$ the conductance is positive, hence $u_j=u_i$.

In the code, `hterm` is the nonnegativity of the terms and `hz` is the vanishing of the chosen one. The case split on `mul_eq_zero` then rules out a zero conductance.

```lean
/-- With positive conductances between distinct terminals and no net current at the probes, a
common upper bound on the two contact voltages bounds every voltage. -/
theorem le_of_contacts (hpos : ∀ i j, i ≠ j → 0 < g i j)
    (h : ∀ i, i ≠ s → i ≠ d → current g u i = 0) {c : ℝ}
    (hs : u s ≤ c) (hd : u d ≤ c) (i : ι) : u i ≤ c := by
  have : Nonempty ι := ⟨s⟩
  obtain ⟨m, hm⟩ := Finite.exists_max u
  refine (hm i).trans ?_
  by_cases h1 : m = s
  · rw [h1]; exact hs
  by_cases h2 : m = d
  · rw [h2]; exact hd
  · exact (eq_of_isMax hpos (h m h1 h2) hm s).symm.le.trans hs
```

If $u_s\le c$, $u_d\le c$ and the probes carry no net current, then $u_i\le c$ everywhere. To see this, take a terminal $m$ with the highest voltage, which exists because there are finitely many. If $m$ is a contact, the bound is immediate. If $m$ is a probe, the maximum principle gives $u_m=u_s\le c$. The two `by_cases` lines make this distinction.

```lean
/-- With positive conductances between distinct terminals, grounding both contacts grounds
every probe that carries no net current. -/
theorem eq_zero_of_grounded (hpos : ∀ i j, i ≠ j → 0 < g i j)
    (h : ∀ i, i ≠ s → i ≠ d → current g u i = 0)
    (hs : u s = 0) (hd : u d = 0) (i : ι) : u i = 0 := by
  have hup : u i ≤ 0 := le_of_contacts hpos h hs.le hd.le i
  have hlow : (-1) * u i + 0 * u i ≤ 0 :=
    le_of_contacts (u := fun k => (-1) * u k + 0 * u k) (s := s) (d := d) hpos
      (fun k h1 h2 => by rw [current_linear, h k h1 h2]; ring)
      (by simp [hs]) (by simp [hd]) i
  linarith
```

With both contacts at 0, the previous bound with $c=0$ gives $u_i\le 0$. By superposition $-u$ satisfies the same conditions, so $-u_i\le 0$ as well, and therefore $u_i=0$. The code writes $-u$ as `(-1) * u k + 0 * u k` so that `current_linear` applies directly.

## Exactly one voltage profile

```lean
/-- Let the contacts be distinct and the conductances between distinct terminals positive. Then
exactly one voltage profile has the source at 1, the drain at 0 and no net current at any probe. -/
theorem existsUnique_voltages (hpos : ∀ i j, i ≠ j → 0 < g i j) (hsd : s ≠ d) :
    ∃! u, IsFloating g s d u := by
  classical
  -- voltages are sent to the contact voltages and the probe currents
  let L : (ι → ℝ) →ₗ[ℝ] (ι → ℝ) :=
    { toFun := fun u i => if i = s ∨ i = d then u i else current g u i
      map_add' := by
        intro u v
        funext i
        by_cases h : i = s ∨ i = d
        · simp only [if_pos h, Pi.add_apply]
        · have := current_linear g u v 1 1 i
          simp only [one_mul] at this
          simp only [if_neg h, Pi.add_apply]
          exact this
      map_smul' := by
        intro a u
        funext i
        by_cases h : i = s ∨ i = d
        · simp only [if_pos h, Pi.smul_apply, RingHom.id_apply]
        · have := current_linear g u u a 0 i
          simp only [zero_mul, add_zero] at this
          simp only [if_neg h, Pi.smul_apply, smul_eq_mul, RingHom.id_apply]
          exact this }
  have hinj : Function.Injective L := by
    rw [injective_iff_map_eq_zero]
    intro w hw
    have hL : ∀ i, (if i = s ∨ i = d then w i else current g w i) = 0 :=
      fun i => congrFun hw i
    funext i
    refine eq_zero_of_grounded (s := s) (d := d) hpos (fun k h1 h2 => ?_)
      (by simpa using hL s) (by simpa using hL d) i
    have := hL k
    rwa [if_neg (not_or.2 ⟨h1, h2⟩)] at this
  -- in finite dimension injectivity gives a solution
  obtain ⟨u, hu⟩ := LinearMap.injective_iff_surjective.1 hinj
    (fun i => if i = s then (1 : ℝ) else 0)
  have hU : ∀ i, (if i = s ∨ i = d then u i else current g u i) =
      if i = s then (1 : ℝ) else 0 := fun i => congrFun hu i
  have hf : IsFloating g s d u := by
    refine ⟨by simpa using hU s, by simpa [hsd.symm] using hU d, fun i h1 h2 => ?_⟩
    have := hU i
    rwa [if_neg (not_or.2 ⟨h1, h2⟩), if_neg h1] at this
  refine ⟨u, hf, fun v hv => ?_⟩
  funext i
  have hdiff : 1 * v i + (-1) * u i = 0 :=
    eq_zero_of_grounded (u := fun k => 1 * v k + (-1) * u k) (s := s) (d := d) hpos
      (fun k h1 h2 => by rw [current_linear, hv.probe k h1 h2, hf.probe k h1 h2]; ring)
      (by simp [hv.source, hf.source]) (by simp [hv.drain, hf.drain]) i
  linarith
```

The symbol `∃!` means "there is exactly one". Define a linear map $L$ from voltage profiles to lists of real numbers by

$$(Lu)_i=\begin{cases}u_i & \text{if } i=s \text{ or } i=d,\\ I_i(u) & \text{otherwise.}\end{cases}$$

If $Lw=0$, both contacts are grounded and no probe carries net current, so $w=0$ by the preceding theorem. Thus $L$ is injective. It maps a finite-dimensional space to itself, so it is also surjective. Some $u$ therefore satisfies $(Lu)_s=1$ and $(Lu)_i=0$ for all $i\neq s$, which is exactly the floating condition. The assumption $s\neq d$ keeps the two prescribed contact voltages from contradicting each other.

For uniqueness, let $v$ be another solution. The difference $v-u$ has grounded contacts and zero probe currents, so it vanishes.

The two fields `map_add'` and `map_smul'` prove that $L$ is linear, `hinj` is its injectivity, and `hf` states that the profile found is a floating one. The theorem also holds with no probe at all, when the profile consists of the two contact voltages.

## Probe voltages strictly inside the bias window

```lean
/-- With positive conductances between distinct terminals, every floating probe sits strictly
below the source voltage 1. -/
theorem probe_lt_one (hpos : ∀ i j, i ≠ j → 0 < g i j) (hu : IsFloating g s d u)
    {i : ι} (h1 : i ≠ s) (h2 : i ≠ d) : u i < 1 := by
  have hle : ∀ j, u j ≤ 1 :=
    le_of_contacts hpos hu.probe hu.source.le (by rw [hu.drain]; exact zero_le_one)
  refine lt_of_le_of_ne (hle i) fun h => ?_
  have := eq_of_isMax hpos (hu.probe i h1 h2) (fun j => by rw [h]; exact hle j) d
  rw [hu.drain, h] at this
  exact zero_ne_one this
```

Both contacts are at or below 1, so every voltage is. If a probe had $u_i=1$, it would be a highest terminal without net current, and the maximum principle would put the drain at 1 too. But the drain is at 0. Hence $u_i<1$.

```lean
/-- If `u` is a floating profile for source `s` and drain `d`, then `1 - u` is one for source `d`
and drain `s`. -/
theorem IsFloating.reverse (hu : IsFloating g s d u) :
    IsFloating g d s (fun k => 1 - u k) := by
  refine ⟨by simp [hu.drain], by simp [hu.source], fun i h1 h2 => ?_⟩
  have h : current g (fun k => 1 - u k) i = -current g u i := by
    simp only [current, ← Finset.sum_neg_distrib]
    exact Finset.sum_congr rfl fun j _ => by ring
  rw [h, hu.probe i h2 h1, neg_zero]
```

Put $v_k=1-u_k$. Then $v_d=1$ and $v_s=0$, so the contacts have exchanged roles. Since $v_i-v_j=-(u_i-u_j)$, every current changes sign, and zero probe currents stay zero. The lower bound on the probe voltages now comes from the upper one: $1-u_i<1$ means $u_i>0$.

## Current balance and the two-terminal conductance

```lean
/-- For symmetric conductances and distinct contacts, with every other terminal a floating probe,
the current entering at the source leaves at the drain. -/
theorem drain_current (hsym : ∀ i j, g i j = g j i) (hsd : s ≠ d)
    (hu : IsFloating g s d u) : current g u d = -current g u s := by
  have h : ∑ i, current g u i = -∑ i, current g u i := by
    calc ∑ i, current g u i = ∑ i, ∑ j, g j i * (u j - u i) := by
          simp only [current]
          exact Finset.sum_comm
      _ = -∑ i, current g u i := by
          simp only [current, ← Finset.sum_neg_distrib]
          refine Finset.sum_congr rfl fun i _ => Finset.sum_congr rfl fun j _ => ?_
          rw [hsym j i]
          ring
  have h2 : ∑ i, current g u i = current g u s + current g u d :=
    Fintype.sum_eq_add s d hsd fun i hi => hu.probe i hi.1 hi.2
  linarith
```

Here symmetry enters, as `hsym`: $g_{ij}=g_{ji}$. For transmission-based conductances, time-reversal symmetry guarantees this, for instance in a nonmagnetic conductor without a magnetic field. Exchanging the names of the summation indices and then using symmetry gives

$$\sum_i I_i=\sum_{i,j}g_{ji}(u_j-u_i)=-\sum_{i,j}g_{ij}(u_i-u_j)=-\sum_i I_i,$$

so the total current is zero. The probes contribute nothing to it, which leaves $I_s+I_d=0$. In the code, `h` is the displayed chain and `h2` reduces the total to the two contact terms. Symmetry is sufficient here but not necessary: the total also vanishes if $\sum_j g_{ij}=\sum_j g_{ji}$ for every $i$, which current conservation guarantees for transmission-based conductances even in a magnetic field.

```lean
/-- Let a source at voltage 1, a distinct drain at voltage 0 and at least one floating probe be
linked pairwise by symmetric positive conductances, all other terminals being floating probes. The
probe voltages are unique and strictly between 0 and 1, source and drain currents balance, and the
conductance (source current at unit bias) exceeds the direct one. -/
theorem floating_probe_conductance (hsym : ∀ i j, g i j = g j i)
    (hpos : ∀ i j, i ≠ j → 0 < g i j) (hsd : s ≠ d) (hp : ∃ p, p ≠ s ∧ p ≠ d) :
    (∃! u, IsFloating g s d u) ∧ ∀ u, IsFloating g s d u →
      (∀ i, i ≠ s → i ≠ d → 0 < u i ∧ u i < 1) ∧
      current g u d = -current g u s ∧ g s d < current g u s := by
  refine ⟨existsUnique_voltages hpos hsd, fun u hu => ⟨fun i h1 h2 => ⟨?_, ?_⟩,
    drain_current hsym hsd hu, ?_⟩⟩
  · have := probe_lt_one hpos hu.reverse h2 h1
    linarith
  · exact probe_lt_one hpos hu h1 h2
  · obtain ⟨p, hps, hpd⟩ := hp
    have hle : ∀ j, u j ≤ 1 :=
      le_of_contacts hpos hu.probe hu.source.le (by rw [hu.drain]; exact zero_le_one)
    -- the direct term is one summand, and the probe `p` adds a positive one
    have key : g s d * (u s - u d) < current g u s := by
      refine Finset.single_lt_sum (f := fun j => g s j * (u s - u j)) hpd
        (Finset.mem_univ d) (Finset.mem_univ p) ?_ fun k _ _ => ?_
      · have := probe_lt_one hpos hu hps hpd
        exact mul_pos (hpos s p hps.symm) (by rw [hu.source]; linarith)
      · by_cases hk : s = k
        · simp [← hk]
        · exact mul_nonneg (hpos s k hk).le (by rw [hu.source]; linarith [hle k])
    rw [hu.source, hu.drain] at key
    linarith
```

This is the main theorem. Its hypotheses are symmetry, positive conductances between distinct terminals, distinct contacts and, in `hp`, at least one probe. It concludes that there is exactly one floating profile, and that this profile satisfies

$$0<u_i<1\ \text{ at each probe},\qquad I_d=-I_s,\qquad I_s>g_{sd}.$$

Because the bias is 1, $I_s$ is the two-terminal conductance. Only the last inequality still needs an argument. Inserting the contact voltages,

$$I_s=g_{sd}+\sum_{p\neq s,d}g_{sp}\,(1-u_p).$$

Every term in the remaining sum is positive because $u_p<1$, and there is at least one such term. `Finset.single_lt_sum` expresses this: one summand is smaller than the whole sum if another is positive and the rest are nonnegative.

The comparison is made within one network, between its total conductance and its own direct link. Attaching a probe to a real conductor may also reduce $g_{sd}$, so the inequality does not say that phase-breaking scattering improves conduction.

## An isolated probe has no definite voltage

Suppose positivity is weakened to $g_{ij}\ge 0$. Take one probe $p$, with $g_{sd}=g_{ds}=1$ and all other conductances zero. The probe current vanishes whatever $u_p$ is, so uniqueness fails. The probe may even sit at $u_p=5$, outside the bias window, and the source current is 1, equal to the direct conductance. The example shows that a probe without any link has to be excluded; it does not show that every pair of terminals must be linked.

## One probe in closed form

```lean
/-- One floating probe (terminal 2) between the source (terminal 0) and the drain (terminal 1), with
symmetric positive conductances and unit bias: the source current is that of the direct conductance
in parallel with the series path through the probe. -/
theorem single_probe_conductance {g : Fin 3 → Fin 3 → ℝ} {u : Fin 3 → ℝ}
    (hsym : ∀ i j, g i j = g j i) (hpos : ∀ i j, i ≠ j → 0 < g i j)
    (hu : IsFloating g 0 1 u) :
    current g u 0 = g 0 1 + g 0 2 * g 2 1 / (g 0 2 + g 2 1) := by
  have hne : g 0 2 + g 2 1 ≠ 0 :=
    (add_pos (hpos 0 2 (by decide)) (hpos 2 1 (by decide))).ne'
  have h := hu.probe 2 (by decide) (by decide)
  simp only [current, Fin.sum_univ_three, hu.source, hu.drain] at h ⊢
  rw [hsym 2 0] at h
  -- voltage drop between the source and the probe
  have hdrop : 1 - u 2 = g 2 1 / (g 0 2 + g 2 1) := by
    rw [eq_div_iff hne]
    linear_combination -h
  rw [hdrop]
  ring

end FloatingProbes
```

`Fin 3` is the set of labels 0, 1, 2; here 0 is the source, 1 the drain and 2 the probe. With $g_{20}=g_{02}$, zero probe current reads

$$g_{02}(u_2-1)+g_{21}u_2=0,$$

so that

$$u_2=\frac{g_{02}}{g_{02}+g_{21}},\qquad 1-u_2=\frac{g_{21}}{g_{02}+g_{21}}.$$

The source current is then

$$I_0=g_{01}+g_{02}(1-u_2)=g_{01}+\frac{g_{02}\,g_{21}}{g_{02}+g_{21}}.$$

The second term is the conductance of two resistors in series, and it stands in parallel with the direct link. If all three conductances are equal, the total is $3g_{01}/2$. As the links to the probe weaken, the direct path dominates; when they are much stronger than $g_{01}$, most of the current passes through the probe.

In the code, `hne` ensures a nonzero denominator, `hdrop` is the voltage drop $1-u_2$, and `linear_combination -h` obtains it from the zero-current equation `h`.

```lean
#print axioms FloatingProbes.floating_probe_conductance
-- 'FloatingProbes.floating_probe_conductance' depends on axioms: [propext, Classical.choice, Quot.sound]
#print axioms FloatingProbes.single_probe_conductance
-- 'FloatingProbes.single_probe_conductance' depends on axioms: [propext, Classical.choice, Quot.sound]
```
